# Rashba coupling and Fermi energy from the two branch densities of a parabolic band

A two-dimensional electron gas in an asymmetric quantum well can show two nearby frequencies in its magnetoresistance oscillations. Spin-orbit coupling has split the Fermi contour into two circles. How strong is the coupling, given the two circles?

For non-interacting electrons with effective mass $m$, wave vector $(k_x,k_y)$ of length $k$, Rashba coupling $\alpha$ and $\hbar=1$, take

$$H=\frac{k^2}{2m}+\alpha(k_y\sigma_x-k_x\sigma_y).$$

```lean
import Mathlib

open scoped Real Matrix

namespace RashbaOscillations

noncomputable section

/-- The Pauli matrix `σ_x`. -/
def pauliX : Matrix (Fin 2) (Fin 2) ℂ := !![0, 1; 1, 0]

/-- The Pauli matrix `σ_y`. -/
def pauliY : Matrix (Fin 2) (Fin 2) ℂ := !![0, -Complex.I; Complex.I, 0]

/-- The Rashba Hamiltonian `k²/(2m) + α (k_y σ_x - k_x σ_y)` at wave vector `(kx, ky)`,
for `m ≠ 0` and in units with `ħ = 1`. -/
def rashba (m α kx ky : ℝ) : Matrix (Fin 2) (Fin 2) ℂ :=
  (((kx ^ 2 + ky ^ 2) / (2 * m) : ℝ) : ℂ) • (1 : Matrix (Fin 2) (Fin 2) ℂ)
    + (α : ℂ) • ((ky : ℂ) • pauliX - (kx : ℂ) • pauliY)
```

Both branches have the form $k^2/(2m)+ak$, with slope $a=\alpha$ or $a=-\alpha$. Subscripts $+$ and $-$ refer to these slopes; Lean writes `p` and `q`. For $\alpha>0$, the $+$ branch is higher in energy at each $k>0$ and, when $m,E>0$, has the smaller circle at Fermi energy $E$.

```lean
/-- The branch energy `k²/(2m) + a k` at wave number `k`, for `m ≠ 0`. For `α > 0` the upper
branch has `a = α` and the lower branch has `a = -α`. -/
def branchEnergy (m a k : ℝ) : ℝ := k ^ 2 / (2 * m) + a * k

/-- The Fermi radius `√((m a)² + 2 m E) - m a` of the branch with slope `a`,
for `m > 0` and Fermi energy `E > 0`. -/
def fermiRadius (m a E : ℝ) : ℝ := √((m * a) ^ 2 + 2 * m * E) - m * a
```

The density $n=k^2/(4\pi)$ counts one state per wave vector in a filled disc at zero temperature.

```lean
/-- Electrons per unit area in one spin-split branch filled up to radius `k`:
the area of the Fermi disc divided by `(2π)²`. -/
def density (k : ℝ) : ℝ := π * k ^ 2 / (2 * π) ^ 2
```

The frequency $F=k^2/(2e)$ is Onsager's relation, adopted as a definition. Identifying a measured frequency with this zero-field area is the step to experiment that the hypotheses leave open: $H$ contains no magnetic field.

```lean
/-- Onsager's frequency in `1/B` of the quantum oscillations from a Fermi circle of radius `k`, for
carriers whose charge has magnitude `e > 0`: the enclosed area divided by `2π e`. -/
def frequency (e k : ℝ) : ℝ := π * k ^ 2 / (2 * π * e)
```

## Positive mass: an electron-like band

By hand, multiplying the branch equation at energy $E$ by $2m$ gives
$$k^2+2mak=2mE.$$
This needs only $m\neq0$. In Lean, `field_simp` clears the denominator and `mul_left_cancel₀` reverses the step.

```lean
/-- For `m > 0`, a branch crosses the energy `E` where `k² + 2 m a k = 2 m E`. -/
theorem branchEnergy_eq_iff {m : ℝ} (hm : 0 < m) (a k E : ℝ) :
    branchEnergy m a k = E ↔ k ^ 2 + 2 * m * a * k = 2 * m * E := by
  have e : 2 * m * branchEnergy m a k = k ^ 2 + 2 * m * a * k := by
    unfold branchEnergy
    field_simp
  constructor
  · intro h
    rw [← e, h]
  · intro h
    exact mul_left_cancel₀ (by positivity : 2 * m ≠ 0) (e.trans h)
```

The sign matters for the existence of a Fermi radius. With $m=-1$ and $a=E=1$, the equation becomes $k^2-2k+2=0$, which has no real root.

## Positive Fermi energy: above the band crossing

The branches meet at $k=0$, $E=0$. Completing the square gives
$$(k+ma)^2=K^2,\qquad K=\sqrt{(ma)^2+2mE}.$$
Since $m,E>0$, we have $K>|ma|$. The root $K-ma$ is therefore positive and the root $-K-ma$ negative, so each branch has exactly one nonnegative Fermi radius. In the proof, `h1` and `h2` are the two halves of $K>|ma|$, and `hprod` is the factored quadratic.

```lean
/-- For `m > 0` and `E > 0`, each branch has a positive Fermi radius, and it is the only
nonnegative wave number at which the branch has energy `E`. -/
theorem fermiRadius_unique {m E : ℝ} (hm : 0 < m) (hE : 0 < E) (a : ℝ) :
    0 < fermiRadius m a E ∧
      ∀ k, 0 ≤ k → (branchEnergy m a k = E ↔ k = fermiRadius m a E) := by
  have hmE : 0 < 2 * m * E := by positivity
  have h1 : m * a < √((m * a) ^ 2 + 2 * m * E) :=
    Real.lt_sqrt_of_sq_lt (by linarith)
  have h2 : -(m * a) < √((m * a) ^ 2 + 2 * m * E) :=
    Real.lt_sqrt_of_sq_lt (by rw [neg_sq]; linarith)
  have hK : √((m * a) ^ 2 + 2 * m * E) ^ 2 = (m * a) ^ 2 + 2 * m * E :=
    Real.sq_sqrt (by positivity)
  unfold fermiRadius
  generalize √((m * a) ^ 2 + 2 * m * E) = K at h1 h2 hK ⊢
  refine ⟨by linarith, fun k hk => ?_⟩
  rw [branchEnergy_eq_iff hm]
  constructor
  · intro h
    -- the second root of the quadratic is negative
    have hprod : (k + m * a + K) * (k + m * a - K) = 0 := by
      linear_combination h - hK
    rcases mul_eq_zero.mp hprod with h' | h' <;> linarith
  · intro h
    rw [h]
    linear_combination hK
```

Even $E\ge0$ would not suffice: for $m=\alpha=1$ and $E=0$, the lower branch is met at both $k=0$ and $k=2$.

To connect the radii with the matrix, compute
$$\det(H-E)=\left(\frac{k^2}{2m}-E\right)^2-\alpha^2k^2
=\left(\frac{k^2}{2m}+\alpha k-E\right)\left(\frac{k^2}{2m}-\alpha k-E\right).$$
Thus $E>0$ is an eigenvalue, meaning that a nonzero eigenvector exists, exactly on the two circles. They coincide if $\alpha=0$. Lean passes from eigenvector to determinant in `hsec`, evaluates it in `hdet` and factors it in `hfac`.

```lean
/-- For `m > 0` and `E > 0`, the energy `E` is an eigenvalue of the Rashba Hamiltonian exactly
when the wave vector lies on one of the two Fermi circles. -/
theorem fermi_contour {m E : ℝ} (hm : 0 < m) (hE : 0 < E) (α kx ky : ℝ) :
    (∃ v : Fin 2 → ℂ, v ≠ 0 ∧ rashba m α kx ky *ᵥ v = (E : ℂ) • v) ↔
      √(kx ^ 2 + ky ^ 2) = fermiRadius m α E ∨
        √(kx ^ 2 + ky ^ 2) = fermiRadius m (-α) E := by
  have hsec : (∃ v : Fin 2 → ℂ, v ≠ 0 ∧ rashba m α kx ky *ᵥ v = (E : ℂ) • v) ↔
      (rashba m α kx ky - (E : ℂ) • (1 : Matrix (Fin 2) (Fin 2) ℂ)).det = 0 := by
    rw [← Matrix.exists_mulVec_eq_zero_iff]
    simp only [Matrix.sub_mulVec, Matrix.smul_mulVec, Matrix.one_mulVec, sub_eq_zero]
  have hdet : (rashba m α kx ky - (E : ℂ) • (1 : Matrix (Fin 2) (Fin 2) ℂ)).det =
      ((((kx ^ 2 + ky ^ 2) / (2 * m) - E) ^ 2 - α ^ 2 * (kx ^ 2 + ky ^ 2) : ℝ) : ℂ) := by
    rw [Matrix.det_fin_two]
    simp [rashba, pauliX, pauliY]
    linear_combination (α : ℂ) ^ 2 * (kx : ℂ) ^ 2 * Complex.I_sq
  have hk0 := Real.sqrt_nonneg (kx ^ 2 + ky ^ 2)
  have hk : √(kx ^ 2 + ky ^ 2) ^ 2 = kx ^ 2 + ky ^ 2 := Real.sq_sqrt (by positivity)
  rw [hsec, hdet, Complex.ofReal_eq_zero]
  generalize √(kx ^ 2 + ky ^ 2) = k at hk0 hk ⊢
  -- the secular determinant factors into the two branches
  have hfac : ((kx ^ 2 + ky ^ 2) / (2 * m) - E) ^ 2 - α ^ 2 * (kx ^ 2 + ky ^ 2) =
      (branchEnergy m α k - E) * (branchEnergy m (-α) k - E) := by
    rw [← hk]
    unfold branchEnergy
    ring
  rw [hfac, mul_eq_zero, sub_eq_zero, sub_eq_zero,
    (fermiRadius_unique hm hE α).2 k hk0, (fermiRadius_unique hm hE (-α)).2 k hk0]
```

## Positive radii: two genuine circles

Let both branches have energy $E$ at positive radii $k_+$ and $k_-$. Subtracting their equations gives
$$(k_--k_+)(k_-+k_+)=2m\alpha(k_-+k_+).$$
Cancelling the nonzero sum yields $k_--k_+=2m\alpha$; `hne` licenses this cancellation.

```lean
/-- For `m > 0`, positive wave numbers `kp` and `kq` at which the branches with slopes `α` and
`-α` have the same energy differ by `kq - kp = 2 m α`. -/
theorem fermi_splitting {m α E kp kq : ℝ} (hm : 0 < m) (hp : 0 < kp) (hq : 0 < kq)
    (h₁ : branchEnergy m α kp = E) (h₂ : branchEnergy m (-α) kq = E) :
    kq - kp = 2 * m * α := by
  rw [branchEnergy_eq_iff hm] at h₁ h₂
  have hne : kq + kp ≠ 0 := by positivity
  apply mul_left_cancel₀ hne
  linear_combination h₂ - h₁
```

Nonnegative radii would not be enough: at $k_+=k_-=E=0$ both branch equations hold for any $\alpha$, yet the splitting is zero.

The $+$ branch equation now reads $k_+(k_++2m\alpha)=k_+k_-=2mE$. Since $k=2\sqrt{\pi n}$,

$$\alpha=\frac{\sqrt\pi(\sqrt{n_-}-\sqrt{n_+})}{m},\qquad
E=\frac{2\pi\sqrt{n_+n_-}}{m}.$$

Lean converts radii to densities with `sqrt_density`, then combines the splitting and `hprod` by `linear_combination`.

```lean
/-- The square root of a branch density is proportional to the Fermi radius `k ≥ 0`:
`√π √n = k/2`. -/
theorem sqrt_density {k : ℝ} (hk : 0 ≤ k) : √π * √(density k) = k / 2 := by
  have h : π * density k = (k / 2) ^ 2 := by
    unfold density
    field_simp
  rw [← Real.sqrt_mul Real.pi_pos.le, h, Real.sqrt_sq (by positivity)]

/-- For `m > 0` and positive Fermi radii `kp`, `kq` of the branches with slopes `α`, `-α`, the
branch densities give the Rashba coupling `α = √π (√n₋ - √n₊)/m` and the Fermi energy
`E = 2π √(n₊ n₋)/m`. -/
theorem coupling_from_densities {m α E kp kq : ℝ} (hm : 0 < m) (hp : 0 < kp) (hq : 0 < kq)
    (h₁ : branchEnergy m α kp = E) (h₂ : branchEnergy m (-α) kq = E) :
    α = √π * (√(density kq) - √(density kp)) / m ∧
      E = 2 * π * √(density kp * density kq) / m := by
  have hs := fermi_splitting hm hp hq h₁ h₂
  have ep := sqrt_density hp.le
  have eq := sqrt_density hq.le
  have hπ : √π ^ 2 = π := Real.sq_sqrt Real.pi_pos.le
  rw [branchEnergy_eq_iff hm] at h₁
  constructor
  · rw [eq_div_iff hm.ne']
    linear_combination ep - eq - hs / 2
  · have hn : 0 ≤ density kp := by unfold density; positivity
    -- the product of the Fermi radii is `2 m E`
    have hprod : kp * kq = 2 * m * E := by linear_combination h₁ + kp * hs
    rw [eq_div_iff hm.ne', Real.sqrt_mul hn]
    have hpq : (√π * √(density kp)) * (√π * √(density kq)) = kp / 2 * (kq / 2) := by
      rw [ep, eq]
    linear_combination 2 * √(density kp) * √(density kq) * hπ - 2 * hpq - hprod / 2
```

## Positive charge: a magnitude

Here $e$ is the size of the carrier charge. Substituting $k=\sqrt{2eF}$ into the splitting gives $\alpha=\sqrt{e/2}\,(\sqrt{F_-}-\sqrt{F_+})/m$; `hF` is this conversion. For negative $e$, Lean's real square roots of negative numbers are zero, and the formula would return $\alpha=0$ whatever the coupling.

```lean
/-- For `m > 0`, charge magnitude `e > 0` and positive Fermi radii `kp`, `kq` of the branches with
slopes `α`, `-α`, the two oscillation frequencies give `α = √(e/2) (√F₋ - √F₊)/m`. -/
theorem coupling_from_frequencies {m α E e kp kq : ℝ} (hm : 0 < m) (he : 0 < e)
    (hp : 0 < kp) (hq : 0 < kq)
    (h₁ : branchEnergy m α kp = E) (h₂ : branchEnergy m (-α) kq = E) :
    α = √(e / 2) * (√(frequency e kq) - √(frequency e kp)) / m := by
  have hF : ∀ k : ℝ, 0 < k → √(e / 2) * √(frequency e k) = k / 2 := by
    intro k hk
    have h : e / 2 * frequency e k = (k / 2) ^ 2 := by
      unfold frequency
      field_simp
    rw [← Real.sqrt_mul (by positivity), h, Real.sqrt_sq (by positivity)]
  rw [eq_div_iff hm.ne']
  linear_combination hF kp hp - hF kq hq - fermi_splitting hm hp hq h₁ h₂ / 2
```

## Positive densities: both branches occupied

Conversely, start from positive $n_\pm$ and the formulas for $\alpha$ and $E$. Set $k_\pm=2\sqrt{\pi n_\pm}$, so that $2m\alpha=k_--k_+$ and $2mE=k_+k_-$. Then
$$k_+^2+(k_--k_+)k_+=k_+k_-=k_-^2-(k_--k_+)k_-,$$
which are the two branch equations. Lean checks them in `r₁` and `r₂`, where uniqueness identifies the Fermi radii; `hd` recovers the densities. With $m$ known, the two densities, each assigned to its branch, therefore fix both $\alpha$ and $E$ within this parabolic model. Without that assignment they fix $E$ and only the magnitude $|\alpha|$, since exchanging $n_+$ and $n_-$ reverses the sign of $\alpha$.

Without a sign condition the equivalence fails: $n_+=n_-=-1$ satisfies the formulas with $\alpha=0$ and $E=2\pi/m$, but no disc has negative density.

```lean
/-- For `m > 0` and Fermi energy `E > 0`, positive densities `np` and `nq` are those of the branches
with slopes `α` and `-α` if and only if `α = √π (√nq - √np)/m` and `E = 2π √(np nq)/m`. -/
theorem densities_iff {m E np nq : ℝ} (hm : 0 < m) (hE : 0 < E) (hp : 0 < np) (hq : 0 < nq)
    (α : ℝ) :
    (density (fermiRadius m α E) = np ∧ density (fermiRadius m (-α) E) = nq) ↔
      (α = √π * (√nq - √np) / m ∧ E = 2 * π * √(np * nq) / m) := by
  obtain ⟨pos₁, uniq₁⟩ := fermiRadius_unique hm hE α
  obtain ⟨pos₂, uniq₂⟩ := fermiRadius_unique hm hE (-α)
  constructor
  · rintro ⟨h₁, h₂⟩
    have h := coupling_from_densities hm pos₁ pos₂
      ((uniq₁ _ pos₁.le).2 rfl) ((uniq₂ _ pos₂.le).2 rfl)
    rwa [h₁, h₂] at h
  · rintro ⟨hα, hE'⟩
    rw [eq_div_iff hm.ne'] at hα hE'
    rw [Real.sqrt_mul hp.le] at hE'
    have hπ : √π ^ 2 = π := Real.sq_sqrt Real.pi_pos.le
    have hd : ∀ n : ℝ, 0 < n → density (2 * √π * √n) = n := by
      intro n hn
      have h : (2 * √π * √n) ^ 2 = 4 * π * n := by
        rw [mul_pow, mul_pow, hπ, Real.sq_sqrt hn.le]
        ring
      unfold density
      rw [h]
      field_simp
      ring
    -- the radii `2 √(π n)` solve the two branch equations
    have r₁ : 2 * √π * √np = fermiRadius m α E := by
      rw [← uniq₁ _ (by positivity), branchEnergy_eq_iff hm]
      linear_combination 4 * √π * √np * hα - 2 * hE' + 4 * √np * √nq * hπ
    have r₂ : 2 * √π * √nq = fermiRadius m (-α) E := by
      rw [← uniq₂ _ (by positivity), branchEnergy_eq_iff hm]
      linear_combination -4 * √π * √nq * hα - 2 * hE' + 4 * √np * √nq * hπ
    rw [← r₁, ← r₂]
    exact ⟨hd np hp, hd nq hq⟩

end

end RashbaOscillations
```

```lean
#print axioms RashbaOscillations.fermi_contour
#print axioms RashbaOscillations.coupling_from_densities
#print axioms RashbaOscillations.coupling_from_frequencies
#print axioms RashbaOscillations.densities_iff
```

```
'RashbaOscillations.fermi_contour' depends on axioms: [propext, Classical.choice, Quot.sound]
'RashbaOscillations.coupling_from_densities' depends on axioms: [propext, Classical.choice, Quot.sound]
'RashbaOscillations.coupling_from_frequencies' depends on axioms: [propext, Classical.choice, Quot.sound]
'RashbaOscillations.densities_iff' depends on axioms: [propext, Classical.choice, Quot.sound]
```
